# The modulus of Tr exp M is at most Tr exp((M + M*)/2)

For every complex n×n matrix M with conjugate transpose M*,

|Tr exp M| ≤ Tr exp((M + M*)/2).

An anti-Hermitian part in the exponent therefore never raises the modulus of the partition function above its Hermitian value. For a non-Hermitian Hamiltonian H + iG in a finite basis, with H and G Hermitian, this limits the modulus from above but says nothing about how far cancelling phases reduce it.

```lean
import Mathlib

open Matrix

namespace ComplexHamiltonianBound

noncomputable section

variable {n : ℕ}
```

Mathlib is Lean's mathematical library. The last line introduces the dimension n, a natural number.

```lean
/-- The partition function `Tr exp A` of an exponent `A`. -/
def partitionFunction (A : Matrix (Fin n) (Fin n) ℂ) : ℂ :=
  Matrix.trace (NormedSpace.exp A)
```

`Matrix (Fin n) (Fin n) ℂ` is the type of complex n×n matrices, with indices running from 0 to n−1. The exponent A already contains the factor −β, where β is the inverse temperature 1/(k_B T), so the partition function is Tr exp A. Its type is ℂ, because A need not be Hermitian.

```lean
/-- The Hermitian part `(M + M*)/2` of a complex matrix. -/
def hermitianPart (M : Matrix (Fin n) (Fin n) ℂ) : Matrix (Fin n) (Fin n) ℂ :=
  (1 / 2 : ℂ) • (M + Mᴴ)
```

This is (M + M*)/2. Lean writes M* as `Mᴴ` and multiplication by a scalar as `•`.

```lean
/-- Every operator on a finite-dimensional complex Hilbert space is triangular in some
orthonormal basis. -/
theorem schur_basis (n : ℕ) : ∀ (E : Type) [NormedAddCommGroup E] [InnerProductSpace ℂ E]
    [FiniteDimensional ℂ E] (T : E →ₗ[ℂ] E), Module.finrank ℂ E = n →
    ∃ b : Fin n → E, Orthonormal ℂ b ∧ ∀ i j, i < j → inner ℂ (b i) (T (b j)) = 0 := by
  induction n with
  | zero =>
    intro E _ _ _ T _
    exact ⟨fun i => i.elim0, ⟨fun i => i.elim0, fun i => i.elim0⟩, fun i => i.elim0⟩
  | succ n ih =>
    intro E _ _ _ T hE
    have : Nontrivial E := Module.nontrivial_of_finrank_pos (R := ℂ) (by omega)
    -- a normalised eigenvector of the adjoint
    obtain ⟨μ, hμ⟩ := Module.End.exists_eigenvalue (LinearMap.adjoint T)
    obtain ⟨w, hw⟩ := hμ.exists_hasEigenvector
    have hwe : LinearMap.adjoint T w = μ • w := hw.apply_eq_smul
    obtain ⟨v, hv1, hve⟩ : ∃ v : E, ‖v‖ = 1 ∧ LinearMap.adjoint T v = μ • v :=
      ⟨((‖w‖ : ℂ)⁻¹) • w, norm_smul_inv_norm hw.2, by rw [map_smul, hwe, smul_comm]⟩
    have hv0 : v ≠ 0 := by
      rintro rfl
      simp at hv1
    have key : ∀ x, inner ℂ v x = 0 → inner ℂ v (T x) = 0 := by
      intro x hx
      rw [← LinearMap.adjoint_inner_left, hve, inner_smul_left, hx, mul_zero]
    -- its orthogonal complement is invariant, and one dimension smaller
    have hK : ∀ x ∈ (Submodule.span ℂ {v})ᗮ, T x ∈ (Submodule.span ℂ {v})ᗮ := by
      intro x hx
      rw [Submodule.mem_orthogonal_singleton_iff_inner_right] at hx ⊢
      exact key x hx
    have hfin : Module.finrank ℂ ↥((Submodule.span ℂ {v})ᗮ) = n := by
      have h1 := Submodule.finrank_add_finrank_orthogonal (Submodule.span ℂ {v})
      have h2 : Module.finrank ℂ ↥(Submodule.span ℂ {v}) = 1 := finrank_span_singleton hv0
      omega
    obtain ⟨b, hb, hT⟩ := ih ↥((Submodule.span ℂ {v})ᗮ) (T.restrict hK) hfin
    have hvb : ∀ i, inner ℂ v (b i : E) = 0 := fun i =>
      Submodule.mem_orthogonal_singleton_iff_inner_right.1 (b i).2
    refine ⟨Fin.cons v (fun i => (b i : E)), ⟨?_, ?_⟩, ?_⟩
    · intro i
      induction i using Fin.cases with
      | zero => exact hv1
      | succ i => exact hb.1 i
    · intro i j hij
      induction i using Fin.cases with
      | zero =>
        induction j using Fin.cases with
        | zero => exact absurd rfl hij
        | succ j => exact hvb j
      | succ i =>
        induction j using Fin.cases with
        | zero => exact inner_eq_zero_symm.1 (hvb i)
        | succ j => exact hb.2 (fun h => hij (congrArg Fin.succ h))
    · intro i j hij
      induction j using Fin.cases with
      | zero => exact absurd hij (Fin.not_lt_zero i)
      | succ j =>
        induction i using Fin.cases with
        | zero => exact key _ (hvb j)
        | succ i => exact hT i j (Fin.succ_lt_succ_iff.1 hij)
```

The theorem provides an orthonormal basis b_i with ⟨b_i, T b_j⟩ = 0 whenever i < j, so the matrix of T is lower triangular.

The proof is by induction on the dimension. In dimension zero there is nothing to check. Otherwise the adjoint has a normalised eigenvector v, with T*v = μv. If x is orthogonal to v, then

⟨v, T x⟩ = ⟨T*v, x⟩ = μ̄⟨v, x⟩ = 0,

which is `key`. Hence T maps the orthogonal complement of v into itself. That space has one dimension less, so the induction hypothesis `ih` supplies a basis for it, and v is placed in front.

```lean
/-- Schur form: a unitary change of basis makes any complex square matrix triangular. -/
theorem schur_form (M : Matrix (Fin n) (Fin n) ℂ) :
    ∃ U : Matrix (Fin n) (Fin n) ℂ, Uᴴ * U = 1 ∧ ∀ i j, i < j → (Uᴴ * M * U) i j = 0 := by
  obtain ⟨b, hb, hT⟩ := schur_basis n (EuclideanSpace ℂ (Fin n)) (Matrix.toEuclideanLin M)
    (by simp)
  refine ⟨Matrix.of fun i j => (b j).ofLp i, ?_, ?_⟩
  · ext i j
    have h := orthonormal_iff_ite.1 hb i j
    rw [EuclideanSpace.inner_eq_star_dotProduct] at h
    rw [Matrix.one_apply, ← h, Matrix.mul_apply]
    exact Finset.sum_congr rfl fun k _ => mul_comm _ _
  · intro i j hij
    have h := hT i j hij
    have e : (Matrix.toEuclideanLin M (b j)).ofLp = M *ᵥ (b j).ofLp := rfl
    rw [EuclideanSpace.inner_eq_star_dotProduct, e] at h
    rw [Matrix.mul_assoc, Matrix.mul_apply]
    refine Eq.trans ?_ h
    exact Finset.sum_congr rfl fun k _ => mul_comm _ _
```

The same statement for matrices: with the b_j as columns of U, U*U = 1 and U*MU is lower triangular.

```lean
/-- The exponential of a lower triangular matrix has the exponentials of the diagonal entries on its
diagonal. -/
theorem exp_triangular_diag (T : Matrix (Fin n) (Fin n) ℂ) (hT : ∀ i j, i < j → T i j = 0)
    (i : Fin n) : (NormedSpace.exp T) i i = Complex.exp (T i i) := by
  have hpow : ∀ k : ℕ, (∀ i j, i < j → (T ^ k) i j = 0) ∧ ∀ i, (T ^ k) i i = (T i i) ^ k := by
    intro k
    induction k with
    | zero => exact ⟨fun i j h => by simp [Matrix.one_apply_ne h.ne], fun i => by simp⟩
    | succ k ih =>
      refine ⟨fun i j h => ?_, fun i => ?_⟩
      · rw [pow_succ, Matrix.mul_apply]
        refine Finset.sum_eq_zero fun l _ => ?_
        rcases lt_or_ge i l with hl | hl
        · rw [ih.1 i l hl, zero_mul]
        · rw [hT l j (lt_of_le_of_lt hl h), mul_zero]
      · rw [pow_succ, Matrix.mul_apply, Finset.sum_eq_single i, ih.2 i, pow_succ]
        · intro l _ hl
          rcases lt_or_gt_of_ne hl with h | h
          · rw [hT l i h, mul_zero]
          · rw [ih.1 i l h, zero_mul]
        · intro h
          exact absurd (Finset.mem_univ i) h
  -- compare the two exponential series entry by entry
  have h : HasSum (fun k : ℕ => ((k.factorial : ℂ)⁻¹) • T ^ k) (NormedSpace.exp T) := by
    let _ : NormedRing (Matrix (Fin n) (Fin n) ℂ) := Matrix.linftyOpNormedRing
    let _ : NormedAlgebra ℂ (Matrix (Fin n) (Fin n) ℂ) := Matrix.linftyOpNormedAlgebra
    exact NormedSpace.exp_series_hasSum_exp' (𝕂 := ℂ) T
  have h2 : HasSum (fun k : ℕ => ((k.factorial : ℂ)⁻¹) • (T i i) ^ k)
      ((NormedSpace.exp T) i i) := by
    have h3 := h.map (Matrix.entryAddMonoidHom ℂ i i) (continuous_id.matrix_elem i i)
    have e : (fun k : ℕ => ((k.factorial : ℂ)⁻¹) • (T i i) ^ k) =
        (Matrix.entryAddMonoidHom ℂ i i) ∘ fun k : ℕ => ((k.factorial : ℂ)⁻¹) • T ^ k := by
      funext k
      rw [← (hpow k).2 i]
      rfl
    rw [e]
    exact h3
  rw [Complex.exp_eq_exp_ℂ]
  exact h2.unique (NormedSpace.exp_series_hasSum_exp' (𝕂 := ℂ) (T i i))
```

For lower triangular T, (exp T)_ii = exp(T_ii). By hand, write

(Tᵏ⁺¹)_ij = Σ_l (Tᵏ)_il T_lj.

If i < j, every term vanishes: the first factor is zero for l > i, the second for l ≤ i. If i = j, only l = i survives. So Tᵏ is lower triangular with diagonal entries (T_ii)ᵏ, which is `hpow`. Dividing by k! and summing gives the ordinary exponential series on the diagonal.

```lean
/-- The partition function is the sum of the exponentials of the diagonal entries of a
Schur form. -/
theorem partitionFunction_schur {M U : Matrix (Fin n) (Fin n) ℂ} (hU : Uᴴ * U = 1)
    (hT : ∀ i j, i < j → (Uᴴ * M * U) i j = 0) :
    partitionFunction M = ∑ i, Complex.exp ((Uᴴ * M * U) i i) := by
  have hU' : U * Uᴴ = 1 := mul_eq_one_comm.1 hU
  have hinv : U⁻¹ = Uᴴ := Matrix.inv_eq_left_inv hU
  have hunit : IsUnit U := ⟨⟨U, Uᴴ, hU', hU⟩, rfl⟩
  have hc := Matrix.exp_conj' U M hunit
  rw [hinv] at hc
  have ht : partitionFunction M = Matrix.trace (NormedSpace.exp (Uᴴ * M * U)) := by
    rw [hc, Matrix.trace_mul_cycle, hU', Matrix.one_mul, partitionFunction]
  rw [ht]
  exact Finset.sum_congr rfl fun i _ => exp_triangular_diag _ hT i
```

Since U* is the inverse of U, exp(U*MU) = U* exp(M) U. The trace is cyclic, so

Tr exp M = Tr exp(U*MU) = Σ_i exp((U*MU)_ii).

```lean
/-- A Hermitian matrix is diagonal with real levels `ε` in some orthonormal basis, and its
partition function is the real number `∑ exp ε`. -/
theorem hermitian_levels {H : Matrix (Fin n) (Fin n) ℂ} (hH : H.IsHermitian) :
    ∃ (V : Matrix (Fin n) (Fin n) ℂ) (ε : Fin n → ℝ), Vᴴ * V = 1 ∧
      Vᴴ * H * V = Matrix.diagonal (fun k => (ε k : ℂ)) ∧
      partitionFunction H = ((∑ k, Real.exp (ε k) : ℝ) : ℂ) := by
  obtain ⟨V, hV, hT⟩ := schur_form H
  have hA : (Vᴴ * H * V)ᴴ = Vᴴ * H * V := by
    rw [Matrix.conjTranspose_mul, Matrix.conjTranspose_mul, Matrix.conjTranspose_conjTranspose,
      hH.eq, Matrix.mul_assoc]
  have hs : ∀ i j, star ((Vᴴ * H * V) j i) = (Vᴴ * H * V) i j := fun i j =>
    congrFun (congrFun hA i) j
  have hre : ∀ i, (((Vᴴ * H * V) i i).re : ℂ) = (Vᴴ * H * V) i i := fun i =>
    Complex.conj_eq_iff_re.1 (hs i i)
  refine ⟨V, fun k => ((Vᴴ * H * V) k k).re, hV, ?_, ?_⟩
  · -- triangular and Hermitian means diagonal
    ext i j
    rcases lt_trichotomy i j with h | h | h
    · rw [hT i j h, Matrix.diagonal_apply_ne _ h.ne]
    · subst h
      rw [Matrix.diagonal_apply_eq]
      exact (hre i).symm
    · rw [← hs i j, hT j i h, star_zero, Matrix.diagonal_apply_ne _ h.ne']
  · rw [partitionFunction_schur hV hT, Complex.ofReal_sum]
    refine Finset.sum_congr rfl fun i _ => ?_
    rw [Complex.ofReal_exp]
    exact congrArg Complex.exp (hre i).symm
```

The hypothesis `hH` says that H is Hermitian. Then V*HV is Hermitian as well as triangular, hence diagonal with real entries ε_k, and

Tr exp H = Σ_k exp(ε_k).

The partition function of a Hermitian exponent is therefore real. Later statements write `.re` to obtain a real number that can stand in an inequality, and nothing is lost by it. If H stands for −β times a Hamiltonian, the ε_k are −β times the energies.

```lean
/-- Peierls inequality: the exponentials of the expectation values of a Hermitian matrix in
any orthonormal basis sum to at most its partition function. -/
theorem peierls_inequality {H U : Matrix (Fin n) (Fin n) ℂ} (hH : H.IsHermitian)
    (hU : Uᴴ * U = 1) :
    ∑ i, Real.exp ((Uᴴ * H * U) i i).re ≤ (partitionFunction H).re := by
  obtain ⟨V, ε, hV, hD, hZ⟩ := hermitian_levels hH
  have hV' : V * Vᴴ = 1 := mul_eq_one_comm.1 hV
  -- the overlaps between the two bases form a unitary matrix W
  obtain ⟨W, hWdef⟩ : ∃ W, W = Vᴴ * U := ⟨_, rfl⟩
  have hWs : Wᴴ = Uᴴ * V := by
    rw [hWdef, Matrix.conjTranspose_mul, Matrix.conjTranspose_conjTranspose]
  have hW : Wᴴ * W = 1 := by
    calc Wᴴ * W = Uᴴ * (V * Vᴴ) * U := by rw [hWs, hWdef]; simp only [Matrix.mul_assoc]
      _ = 1 := by rw [hV', Matrix.mul_one, hU]
  have hW' : W * Wᴴ = 1 := mul_eq_one_comm.1 hW
  have hE : Uᴴ * H * U = Wᴴ * Matrix.diagonal (fun k => (ε k : ℂ)) * W := by
    symm
    calc Wᴴ * Matrix.diagonal (fun k => (ε k : ℂ)) * W
        = Uᴴ * (V * Vᴴ) * H * (V * Vᴴ) * U := by
          rw [← hD, hWs, hWdef]; simp only [Matrix.mul_assoc]
      _ = Uᴴ * H * U := by rw [hV', Matrix.mul_one, Matrix.mul_one]
  have col : ∀ i, ∑ k, Complex.normSq (W k i) = 1 := by
    intro i
    have h := congrFun (congrFun hW i) i
    rw [Matrix.one_apply_eq, Matrix.mul_apply] at h
    apply Complex.ofReal_injective
    rw [Complex.ofReal_sum, Complex.ofReal_one, ← h]
    exact Finset.sum_congr rfl fun k _ => Complex.normSq_eq_conj_mul_self
  have row : ∀ k, ∑ i, Complex.normSq (W k i) = 1 := by
    intro k
    have h := congrFun (congrFun hW' k) k
    rw [Matrix.one_apply_eq, Matrix.mul_apply] at h
    apply Complex.ofReal_injective
    rw [Complex.ofReal_sum, Complex.ofReal_one, ← h]
    exact Finset.sum_congr rfl fun i _ => (Complex.mul_conj _).symm
  have hdiag : ∀ i, ((Uᴴ * H * U) i i).re = ∑ k, Complex.normSq (W k i) * ε k := by
    intro i
    have h : (Uᴴ * H * U) i i = ((∑ k, Complex.normSq (W k i) * ε k : ℝ) : ℂ) := by
      rw [hE, Matrix.mul_apply, Complex.ofReal_sum]
      refine Finset.sum_congr rfl fun k _ => ?_
      rw [Matrix.mul_diagonal, Matrix.conjTranspose_apply, Complex.ofReal_mul,
        Complex.normSq_eq_conj_mul_self, ← starRingEnd_apply]
      ring
    rw [h, Complex.ofReal_re]
  rw [hZ, Complex.ofReal_re]
  calc ∑ i, Real.exp ((Uᴴ * H * U) i i).re
      ≤ ∑ i, ∑ k, Complex.normSq (W k i) * Real.exp (ε k) := by
        refine Finset.sum_le_sum fun i _ => ?_
        rw [hdiag i]
        -- Jensen's inequality for the convex exponential
        have h := convexOn_exp.map_sum_le (t := Finset.univ)
          (w := fun k => Complex.normSq (W k i)) (p := ε)
          (fun k _ => Complex.normSq_nonneg _) (col i) (fun k _ => Set.mem_univ _)
        simpa only [smul_eq_mul] using h
    _ = ∑ k, Real.exp (ε k) := by
        rw [Finset.sum_comm]
        refine Finset.sum_congr rfl fun k _ => ?_
        rw [← Finset.sum_mul, row k, one_mul]
```

This is Peierls' inequality for a complete orthonormal basis u_i, the columns of U, in finite dimension:

Σ_i exp⟨u_i, H u_i⟩ ≤ Tr exp H.

Let v_k be the eigenvectors of H and W_ki = ⟨v_k, u_i⟩ the overlaps. Then

⟨u_i, H u_i⟩ = Σ_k |W_ki|² ε_k.

For fixed i the weights |W_ki|² sum to 1 (`col`), so convexity of the exponential (Jensen's inequality) gives

exp⟨u_i, H u_i⟩ ≤ Σ_k |W_ki|² exp(ε_k).

Now sum over i. For fixed k the weights also sum to 1 (`row`), because W is unitary, and the right side becomes Σ_k exp(ε_k). The closing `calc` block is this chain of relations.

```lean
/-- For every complex square matrix `M`, the modulus of `Tr exp M` is at most
`Tr exp ((M + M*)/2)`. -/
theorem norm_partitionFunction_le (M : Matrix (Fin n) (Fin n) ℂ) :
    ‖partitionFunction M‖ ≤ (partitionFunction (hermitianPart M)).re := by
  obtain ⟨U, hU, hT⟩ := schur_form M
  have hH : (hermitianPart M).IsHermitian := by
    have h2 : star (1 / 2 : ℂ) = 1 / 2 := by simp
    unfold hermitianPart Matrix.IsHermitian
    rw [Matrix.conjTranspose_smul, Matrix.conjTranspose_add,
      Matrix.conjTranspose_conjTranspose, h2, add_comm]
  -- real parts of the Schur diagonal are expectation values of the Hermitian part
  have hre : ∀ i, ((Uᴴ * hermitianPart M * U) i i).re = ((Uᴴ * M * U) i i).re := by
    intro i
    have e : Uᴴ * hermitianPart M * U = (1 / 2 : ℂ) • (Uᴴ * M * U + (Uᴴ * M * U)ᴴ) := by
      rw [hermitianPart, Matrix.conjTranspose_mul, Matrix.conjTranspose_mul,
        Matrix.conjTranspose_conjTranspose, Matrix.mul_smul, Matrix.smul_mul, Matrix.mul_add,
        Matrix.add_mul, Matrix.mul_assoc Uᴴ Mᴴ U]
    have h : (Uᴴ * hermitianPart M * U) i i = (((Uᴴ * M * U) i i).re : ℂ) := by
      rw [e, Matrix.smul_apply, Matrix.add_apply, Matrix.conjTranspose_apply, smul_eq_mul,
        ← starRingEnd_apply, Complex.add_conj]
      push_cast
      ring
    rw [h, Complex.ofReal_re]
  calc ‖partitionFunction M‖ ≤ ∑ i, ‖Complex.exp ((Uᴴ * M * U) i i)‖ := by
        rw [partitionFunction_schur hU hT]
        exact norm_sum_le _ _
    _ = ∑ i, Real.exp ((Uᴴ * hermitianPart M * U) i i).re :=
        Finset.sum_congr rfl fun i _ => by rw [Complex.norm_exp, hre i]
    _ ≤ _ := peierls_inequality hH hU
```

This is the main result; `‖ ‖` is the modulus of a complex number. Take U from the Schur form and set T = U*MU. The triangle inequality and |exp z| = exp(Re z) give

|Tr exp M| = |Σ_i exp(T_ii)| ≤ Σ_i exp(Re T_ii).

The Hermitian part of M becomes (T + T*)/2 in the new basis, with diagonal entries Re T_ii; this is `hre`. So each Re T_ii is an expectation value of the Hermitian part, and Peierls' inequality bounds the sum by Tr exp((M + M*)/2).

For n = 1 and M = a + ib with a and b real, both sides equal exp(a). A strict inequality therefore needs n ≥ 2. It can come from differing phases, but also without any: if M is the 2×2 matrix whose only nonzero entry is a 1 off the diagonal, then Tr exp M = 2, while (M + M*)/2 has eigenvalues ±1/2 and the right side is 2 cosh(1/2) > 2.

```lean
/-- For a complex Hamiltonian `H + iG` with `H` and `G` Hermitian and any real `β`, the modulus
of `Tr exp (-β(H + iG))` is at most `Tr exp (-βH)`. -/
theorem complex_hamiltonian_bound {H G : Matrix (Fin n) (Fin n) ℂ} (hH : H.IsHermitian)
    (hG : G.IsHermitian) (β : ℝ) :
    ‖partitionFunction ((-(β : ℂ)) • (H + Complex.I • G))‖
      ≤ (partitionFunction ((-(β : ℂ)) • H)).re := by
  have e : hermitianPart ((-(β : ℂ)) • (H + Complex.I • G)) = (-(β : ℂ)) • H := by
    have hb : star (-(β : ℂ)) = -(β : ℂ) := by simp
    have hI : star Complex.I = -Complex.I := Complex.conj_I
    rw [hermitianPart, Matrix.conjTranspose_smul, Matrix.conjTranspose_add,
      Matrix.conjTranspose_smul, hH.eq, hG.eq, hb, hI]
    module
  rw [← e]
  exact norm_partitionFunction_le _
```

For Hermitian H and G and real β of either sign,

|Tr exp(−β(H + iG))| ≤ Tr exp(−βH).

The proof checks that the Hermitian part of −β(H + iG) is −βH: the terms in iG cancel because (iG)* = −iG. H and G need not commute. Both are finite matrices, so a particle with a continuous coordinate is covered only after its Hamiltonian has been truncated to a finite basis.

```lean
/-- Equality case: adding a uniform imaginary shift `iθ` to a Hermitian exponent gives a
partition function whose modulus equals the Hermitian value. -/
theorem norm_partitionFunction_imaginary_shift {H : Matrix (Fin n) (Fin n) ℂ}
    (hH : H.IsHermitian) (θ : ℝ) :
    ‖partitionFunction (H + ((θ : ℂ) * Complex.I) • (1 : Matrix (Fin n) (Fin n) ℂ))‖
      = (partitionFunction H).re := by
  obtain ⟨V, ε, hV, hD, hZ⟩ := hermitian_levels hH
  have e : Vᴴ * (H + ((θ : ℂ) * Complex.I) • (1 : Matrix (Fin n) (Fin n) ℂ)) * V
      = Matrix.diagonal (fun k => (ε k : ℂ)) + ((θ : ℂ) * Complex.I) • 1 := by
    rw [Matrix.mul_add, Matrix.add_mul, hD, Matrix.mul_smul, Matrix.mul_one, Matrix.smul_mul, hV]
  have hs : partitionFunction (H + ((θ : ℂ) * Complex.I) • (1 : Matrix (Fin n) (Fin n) ℂ))
      = partitionFunction H * Complex.exp ((θ : ℂ) * Complex.I) := by
    rw [partitionFunction_schur hV, hZ, Complex.ofReal_sum, Finset.sum_mul]
    · refine Finset.sum_congr rfl fun i _ => ?_
      rw [e, Matrix.add_apply, Matrix.diagonal_apply_eq, Matrix.smul_apply, Matrix.one_apply_eq,
        smul_eq_mul, mul_one, Complex.exp_add, Complex.ofReal_exp]
    · intro i j h
      rw [e, Matrix.add_apply, Matrix.diagonal_apply_ne _ h.ne, Matrix.smul_apply,
        Matrix.one_apply_ne h.ne, smul_zero, add_zero]
  rw [hs, norm_mul, Complex.norm_exp_ofReal_mul_I, mul_one, hZ, Complex.norm_real,
    Complex.ofReal_re]
  exact Real.norm_of_nonneg (Finset.sum_nonneg fun k _ => (Real.exp_pos _).le)

end

end ComplexHamiltonianBound
```

The bound can be attained for every n. Adding iθ times the identity to a Hermitian exponent shifts every ε_k to ε_k + iθ, so

Tr exp(H + iθ1) = exp(iθ) Tr exp H.

The common phase has modulus 1, and Tr exp H is a sum of positive terms, so the modulus equals the Hermitian value.

```lean
#print axioms ComplexHamiltonianBound.complex_hamiltonian_bound
#print axioms ComplexHamiltonianBound.norm_partitionFunction_imaginary_shift
```

```
'ComplexHamiltonianBound.complex_hamiltonian_bound' depends on axioms: [propext, Classical.choice, Quot.sound]
'ComplexHamiltonianBound.norm_partitionFunction_imaginary_shift' depends on axioms: [propext, Classical.choice, Quot.sound]
```
